# Covariance bound in a finite semi-grand-canonical ensemble: if B fluctuates, cov(A,B)² ≤ var(A) var(B), with equality exactly when A is an affine function of B

The setting is a finite, nonempty set of configurations with weights exp(−βE + νN), where E and N are arbitrary real functions of the configuration, β and ν are any real numbers, and averages are divided by the partition function. For real observables A and B, with var(B) > 0, the theorem `cov_sq_le_and_eq_iff` states that cov(A,B)² ≤ var(A) var(B), and that equality holds exactly when there are constants a and c with A = a + cB in every configuration. The attempt subtracts from A the multiple of B with coefficient cov(A,B)/var(B). The variance of what remains is (var(A) var(B) − cov(A,B)²)/var(B), which gives the inequality because a variance is nonnegative, and gives the affine form at equality because a variance vanishes only for a constant observable.

An attempt in Lean 4 with a fault in it:

```lean
import Mathlib

open Filter Topology

namespace AlloyFixedComposition

noncomputable section

variable {S : Type*} [Fintype S]

/-- Semi-grand-canonical weight `exp(-β E + ν N)` of a configuration. -/
def weight (E N : S → ℝ) (β ν : ℝ) (s : S) : ℝ := Real.exp (-β * E s + ν * N s)

/-- The partition function, the sum of all weights. -/
def partitionZ (E N : S → ℝ) (β ν : ℝ) : ℝ := ∑ s, weight E N β ν s

/-- The ensemble average of an observable `A`. -/
def avg (E N : S → ℝ) (β ν : ℝ) (A : S → ℝ) : ℝ :=
  (∑ s, A s * weight E N β ν s) / partitionZ E N β ν

/-- The ensemble covariance of `A` and `B`; the variance of `A` is `cov E N β ν A A`. -/
def cov (E N : S → ℝ) (β ν : ℝ) (A B : S → ℝ) : ℝ :=
  avg E N β ν (fun s => A s * B s) - avg E N β ν A * avg E N β ν B

/-- Ensemble averages are linear in the observable, written for three terms. -/
theorem avg_linear (E N : S → ℝ) (β ν a b c : ℝ) (A B C : S → ℝ) :
    avg E N β ν (fun s => a * A s + b * B s + c * C s)
      = a * avg E N β ν A + b * avg E N β ν B + c * avg E N β ν C := by
  simp only [avg, add_mul, Finset.sum_add_distrib, mul_assoc, ← Finset.mul_sum]
  ring

/-- The variance of `A - c B`, expanded in powers of `c`. -/
theorem var_sub_mul (E N : S → ℝ) (β ν c : ℝ) (A B : S → ℝ) :
    cov E N β ν (fun s => A s - c * B s) (fun s => A s - c * B s)
      = cov E N β ν A A - 2 * c * cov E N β ν A B + c ^ 2 * cov E N β ν B B := by
  have h1 : avg E N β ν (fun s => (A s - c * B s) * (A s - c * B s))
      = 1 * avg E N β ν (fun s => A s * A s) + (-2 * c) * avg E N β ν (fun s => A s * B s)
        + c ^ 2 * avg E N β ν (fun s => B s * B s) := by
    rw [← avg_linear]
    congr 1
    funext s
    ring
  have h2 : avg E N β ν (fun s => A s - c * B s)
      = 1 * avg E N β ν A + (-c) * avg E N β ν B + 0 * avg E N β ν B := by
    rw [← avg_linear]
    congr 1
    funext s
    ring
  simp only [cov]
  rw [h1, h2]
  ring

variable [Nonempty S]

/-- The partition function is positive. -/
theorem partitionZ_pos (E N : S → ℝ) (β ν : ℝ) : 0 < partitionZ E N β ν :=
  Finset.sum_pos (fun _ _ => Real.exp_pos _) Finset.univ_nonempty

/-- A variance is nonnegative, and it vanishes exactly when the observable takes the same
value in all configurations. -/
theorem var_nonneg_and_eq_zero_iff (E N : S → ℝ) (β ν : ℝ) (A : S → ℝ) :
    0 ≤ cov E N β ν A A ∧ (cov E N β ν A A = 0 ↔ ∃ c, ∀ s, A s = c) := by
  have hZ := partitionZ_pos E N β ν
  have h1 : avg E N β ν (fun _ => 1) = 1 := by
    simp only [avg, one_mul]
    exact div_self hZ.ne'
  have e : ∀ m : ℝ, avg E N β ν (fun s => (A s - m) ^ 2)
      = 1 * avg E N β ν (fun s => A s * A s) + (-2 * m) * avg E N β ν A
        + m ^ 2 * avg E N β ν (fun _ => 1) := by
    intro m
    rw [← avg_linear]
    congr 1
    funext s
    ring
  -- the variance is the mean squared deviation
  have hv : cov E N β ν A A = avg E N β ν (fun s => (A s - avg E N β ν A) ^ 2) := by
    rw [e, h1]
    simp only [cov]
    ring
  have hpos : ∀ s ∈ Finset.univ, 0 ≤ (A s - avg E N β ν A) ^ 2 * weight E N β ν s :=
    fun s _ => mul_nonneg (sq_nonneg _) (Real.exp_pos _).le
  refine ⟨hv ▸ div_nonneg (Finset.sum_nonneg hpos) hZ.le, fun h => ?_, ?_⟩
  · rw [hv] at h
    have hs := (div_eq_zero_iff.1 h).resolve_right hZ.ne'
    refine ⟨avg E N β ν A, fun s => ?_⟩
    have h3 := (Finset.sum_eq_zero_iff_of_nonneg hpos).1 hs s (Finset.mem_univ s)
    have h4 := (mul_eq_zero.1 h3).resolve_right (Real.exp_pos _).ne'
    exact sub_eq_zero.1 ((pow_eq_zero_iff two_ne_zero).1 h4)
  · rintro ⟨c, hc⟩
    have hm : avg E N β ν A = c := by
      simp only [avg, hc, ← Finset.mul_sum]
      exact mul_div_cancel_right₀ c hZ.ne'
    rw [hv, hm]
    simp [avg, hc]

/-- If `B` fluctuates, the squared covariance is at most the product of the variances, with equality
exactly when `A` is an affine function of `B`. -/
theorem cov_sq_le_and_eq_iff (E N : S → ℝ) (β ν : ℝ) (A B : S → ℝ)
    (hB : 0 < cov E N β ν B B) :
    cov E N β ν A B ^ 2 ≤ cov E N β ν A A * cov E N β ν B B ∧
    (cov E N β ν A B ^ 2 = cov E N β ν A A * cov E N β ν B B ↔
      ∃ a c, ∀ s, A s = a + c * B s) := by
  have hne := hB.ne'
  -- remove from `A` the part that follows `B`
  have hr := var_sub_mul E N β ν (cov E N β ν A B / cov E N β ν B B) A B
  have hq : cov E N β ν A A - 2 * (cov E N β ν A B / cov E N β ν B B) * cov E N β ν A B
      + (cov E N β ν A B / cov E N β ν B B) ^ 2 * cov E N β ν B B
      = (cov E N β ν A A * cov E N β ν B B - cov E N β ν A B ^ 2) / cov E N β ν B B := by
    field_simp <;> ring
  rw [hq] at hr
  have hvar := var_nonneg_and_eq_zero_iff E N β ν
    (fun s => A s - cov E N β ν A B / cov E N β ν B B * B s)
  rw [hr] at hvar
  have hle : cov E N β ν A B ^ 2 ≤ cov E N β ν A A * cov E N β ν B B := by
    have h := mul_nonneg hvar.1 hB.le
    rw [div_mul_cancel₀ _ hne] at h
    linarith
  refine ⟨hle, ?_, ?_⟩
  · intro h
    obtain ⟨a, ha⟩ := hvar.2.1 (by rw [h, sub_self, zero_div])
    exact ⟨a, _, fun s => by linarith [ha s]⟩
  · rintro ⟨a, c, h⟩
    have h0 := (var_nonneg_and_eq_zero_iff E N β ν (fun s => A s - c * B s)).2.2
      ⟨a, fun s => by rw [h s]; ring⟩
    rw [var_sub_mul] at h0
    have h5 : cov E N β ν A A * cov E N β ν B B = cov E N β ν A B ^ 2
        - (cov E N β ν A B - c * cov E N β ν B B) ^ 2 := by
      linear_combination cov E N β ν B B * h0
    exact le_antisymm hle (by linarith [sq_nonneg (cov E N β ν A B - c * cov E N β ν B B)])

end

end AlloyFixedComposition
```

Lean reports:

```
Main.lean:121:29: error: linarith failed to find a contradiction
case h1
S : Type u_1
inst✝¹ : Fintype S
inst✝ : Nonempty S
E N : S → ℝ
β ν : ℝ
A B : S → ℝ
hB : 0 < cov E N β ν B B
hne : cov E N β ν B B ≠ 0
hr :
  (cov E N β ν (fun s => A s - cov E N β ν A B / cov E N β ν B B * B s) fun s =>
      A s - cov E N β ν A B / cov E N β ν B B * B s) =
    (cov E N β ν A A * cov E N β ν B B - cov E N β ν A B ^ 2) / cov E N β ν B B
hq :
  cov E N β ν A A - 2 * (cov E N β ν A B / cov E N β ν B B) * cov E N β ν A B +
      (cov E N β ν A B / cov E N β ν B B) ^ 2 * cov E N β ν B B =
    (cov E N β ν A A * cov E N β ν B B - cov E N β ν A B ^ 2) / cov E N β ν B B
hvar :
  0 ≤ (cov E N β ν A A * cov E N β ν B B - cov E N β ν A B ^ 2) / cov E N β ν B B ∧
    ((cov E N β ν A A * cov E N β ν B B - cov E N β ν A B ^ 2) / cov E N β ν B B = 0 ↔
      ∃ c, ∀ (s : S), A s - cov E N β ν A B / cov E N β ν B B * B s = c)
hle : cov E N β ν A B ^ 2 ≤ cov E N β ν A A * cov E N β ν B B
h : cov E N β ν A B ^ 2 = cov E N β ν A A * cov E N β ν B B
a : ℝ
ha : ∀ (s : S), A s - cov E N β ν A B / cov E N β ν B B * B s = a
s : S
a✝ : A s < a + ?m.315 * B s
⊢ False
failed
Main.lean:98:0: warning: automatically included section variable(s) unused in theorem `AlloyFixedComposition.cov_sq_le_and_eq_iff`:
  [Nonempty S]
consider restructuring your `variable` declarations so that the variables are not in scope or explicitly omit them:
  omit [Nonempty S] in theorem ...

Note: This linter can be disabled with `set_option linter.unusedSectionVars false`
```

Diagnosis. The error is in the step from equality to the affine form. There `⟨a, _, fun s => by linarith [ha s]⟩` leaves the slope as `_`, for Lean to infer, but nothing outside the `linarith` call determines it. The slope is therefore still unknown when `linarith` runs, as `?m.315` in the hypothesis `A s < a + ?m.315 * B s` shows. `linarith` does not choose a value for it, so it cannot match this product with the one in `ha s`, where the coefficient is `cov E N β ν A B / cov E N β ν B B`.

The repair writes the slope out as `C / V`, which is that same quotient under shorter names, and the goal then follows linearly from `ha s`.

The warning that `[Nonempty S]` is unused is misleading, since the proof calls `var_nonneg_and_eq_zero_iff`, which needs it; the instance should stay.

The other changes are tidying: `generalize` gives the variances and the covariance short names, and `hvar` is stated once for every `c`, so that both directions can use it.

Fix (accepted with no message):

```diff
@@ -101,31 +101,27 @@
     (cov E N β ν A B ^ 2 = cov E N β ν A A * cov E N β ν B B ↔
       ∃ a c, ∀ s, A s = a + c * B s) := by
+  have hvar := fun c : ℝ => var_nonneg_and_eq_zero_iff E N β ν (fun s => A s - c * B s)
+  simp only [var_sub_mul] at hvar
+  generalize cov E N β ν A A = U at hvar ⊢
+  generalize cov E N β ν A B = C at hvar ⊢
+  generalize cov E N β ν B B = V at hB hvar ⊢
   have hne := hB.ne'
   -- remove from `A` the part that follows `B`
-  have hr := var_sub_mul E N β ν (cov E N β ν A B / cov E N β ν B B) A B
-  have hq : cov E N β ν A A - 2 * (cov E N β ν A B / cov E N β ν B B) * cov E N β ν A B
-      + (cov E N β ν A B / cov E N β ν B B) ^ 2 * cov E N β ν B B
-      = (cov E N β ν A A * cov E N β ν B B - cov E N β ν A B ^ 2) / cov E N β ν B B := by
-    field_simp <;> ring
+  have hq : U - 2 * (C / V) * C + (C / V) ^ 2 * V = (U * V - C ^ 2) / V := by
+    field_simp
+    ring
+  have hr := hvar (C / V)
   rw [hq] at hr
-  have hvar := var_nonneg_and_eq_zero_iff E N β ν
-    (fun s => A s - cov E N β ν A B / cov E N β ν B B * B s)
-  rw [hr] at hvar
-  have hle : cov E N β ν A B ^ 2 ≤ cov E N β ν A A * cov E N β ν B B := by
-    have h := mul_nonneg hvar.1 hB.le
+  have hle : C ^ 2 ≤ U * V := by
+    have h := mul_nonneg hr.1 hB.le
     rw [div_mul_cancel₀ _ hne] at h
     linarith
-  refine ⟨hle, ?_, ?_⟩
-  · intro h
-    obtain ⟨a, ha⟩ := hvar.2.1 (by rw [h, sub_self, zero_div])
-    exact ⟨a, _, fun s => by linarith [ha s]⟩
+  refine ⟨hle, fun h => ?_, ?_⟩
+  · obtain ⟨a, ha⟩ := hr.2.1 (by rw [h, sub_self, zero_div])
+    exact ⟨a, C / V, fun s => by linarith [ha s]⟩
   · rintro ⟨a, c, h⟩
-    have h0 := (var_nonneg_and_eq_zero_iff E N β ν (fun s => A s - c * B s)).2.2
-      ⟨a, fun s => by rw [h s]; ring⟩
-    rw [var_sub_mul] at h0
-    have h5 : cov E N β ν A A * cov E N β ν B B = cov E N β ν A B ^ 2
-        - (cov E N β ν A B - c * cov E N β ν B B) ^ 2 := by
-      linear_combination cov E N β ν B B * h0
-    exact le_antisymm hle (by linarith [sq_nonneg (cov E N β ν A B - c * cov E N β ν B B)])
+    have h0 := (hvar c).2.2 ⟨a, fun s => by rw [h s]; ring⟩
+    have h5 : U * V = C ^ 2 - (C - c * V) ^ 2 := by linear_combination V * h0
+    exact le_antisymm hle (by linarith [sq_nonneg (C - c * V)])
 
 end
```
